# Upper and lower bounds on a slow decay constant, the smaller root of a quadratic

The declaration `slow_bounds` concerns a slow decay constant, defined as the smaller root of `l² - (w + k) l + w f k`, with real `w, k > 0` and `0 < f < 1`. It states that this root lies strictly above `f w k / (w + k)` and strictly below both `w f` and `k f`. The attempt takes the sum and product of the two roots from `roots_spec` and sets out to show that the larger root exceeds both `w` and `k`. The upper bounds then follow from the product of the roots, and the lower bound from their sum and product.

As first written in Lean, the proof fails:

```lean
import Mathlib

open Matrix

namespace SlowBounds

noncomputable section

/-- The smaller root of the quadratic `l² - (w + k) l + w f k`, for a nonnegative discriminant. -/
def slow (w f k : ℝ) : ℝ := (w + k - √((w + k) ^ 2 - 4 * f * w * k)) / 2

/-- The larger root of the quadratic `l² - (w + k) l + w f k`, for a nonnegative discriminant. -/
def fast (w f k : ℝ) : ℝ := (w + k + √((w + k) ^ 2 - 4 * f * w * k)) / 2

variable {w v f k : ℝ}

/-- For `w, k > 0` and `0 < f < 1` the two roots add up to `w + k`, multiply to `w f k`,
and satisfy `0 < slow < fast`. -/
theorem roots_spec (hw : 0 < w) (hk : 0 < k) (hf0 : 0 < f) (hf1 : f < 1) :
    slow w f k + fast w f k = w + k ∧ slow w f k * fast w f k = w * f * k ∧
      0 < slow w f k ∧ slow w f k < fast w f k := by
  -- the discriminant is a square plus a positive term
  have hD : 0 < (w + k) ^ 2 - 4 * f * w * k := by
    have h1 : 0 < (1 - f) * (w * k) := mul_pos (by linarith) (mul_pos hw hk)
    nlinarith [sq_nonneg (w - k)]
  have hs := Real.sqrt_pos.2 hD
  have hsq := Real.sq_sqrt hD.le
  have hprod : slow w f k * fast w f k = w * f * k := by
    unfold slow fast
    linear_combination (-1 / 4) * hsq
  have hfast : 0 < fast w f k := by
    unfold fast
    linarith
  refine ⟨by unfold slow fast; ring, hprod, ?_, by unfold slow fast; linarith⟩
  have h : 0 < slow w f k * fast w f k := by
    rw [hprod]
    positivity
  exact (mul_pos_iff_of_pos_right hfast).1 h

/-- For `w, k > 0` and `0 < f < 1` the slow decay constant lies below both `w f` and `k f`, and
above `f w k / (w + k)`. -/
theorem slow_bounds (hw : 0 < w) (hk : 0 < k) (hf0 : 0 < f) (hf1 : f < 1) :
    f * w * k / (w + k) < slow w f k ∧ slow w f k < w * f ∧ slow w f k < k * f := by
  obtain ⟨hsum, hprod, hpos, -⟩ := roots_spec hw hk hf0 hf1
  -- the fast constant exceeds both `w` and `k`
  have hD : (w - k) ^ 2 < (w + k) ^ 2 - 4 * f * w * k := by
    have h1 : 0 < (1 - f) * (w * k) := mul_pos (by linarith) (mul_pos hw hk)
    nlinarith
  obtain ⟨h1, h2⟩ := abs_lt.1 (Real.abs_lt_sqrt hD)
  have hfw : w < fast w f k := by
    unfold fast
    linarith
  have hfk : k < fast w f k := by
    unfold fast
    linarith
  have a1 := mul_lt_mul_of_pos_left hfw hpos
  have a2 := mul_lt_mul_of_pos_left hfk hpos
  refine ⟨?_, ?_, ?_⟩
  · rw [div_lt_iff₀ (by linarith), ← hsum]
    nlinarith [mul_pos hpos hpos]
  · exact lt_of_mul_lt_mul_right (by linarith : slow w f k * k < w * f * k) hk.le
  · exact lt_of_mul_lt_mul_right (by linarith : slow w f k * w < k * f * w) hw.le

end

end SlowBounds
```

The compiler's answer:

```
Main.lean:49:31: error(lean.unknownIdentifier): Unknown constant `Real.abs_lt_sqrt`
Main.lean:52:4: error: linarith failed to find a contradiction
w f k : ℝ
hw : 0 < w
hk : 0 < k
hf0 : 0 < f
hf1 : f < 1
hsum : slow w f k + fast w f k = w + k
hprod : slow w f k * fast w f k = w * f * k
hpos : 0 < slow w f k
hD : (w - k) ^ 2 < (w + k) ^ 2 - 4 * f * w * k
h1 : -?m.184 < ?m.183
h2 : ?m.183 < ?m.184
a✝ : (w + k + √((w + k) ^ 2 - 4 * f * w * k)) / 2 ≤ w
⊢ False
failed
Main.lean:55:4: error: linarith failed to find a contradiction
w f k : ℝ
hw : 0 < w
hk : 0 < k
hf0 : 0 < f
hf1 : f < 1
hsum : slow w f k + fast w f k = w + k
hprod : slow w f k * fast w f k = w * f * k
hpos : 0 < slow w f k
hD : (w - k) ^ 2 < (w + k) ^ 2 - 4 * f * w * k
h1 : -?m.184 < ?m.183
h2 : ?m.183 < ?m.184
hfw : w < fast w f k
a✝ : (w + k + √((w + k) ^ 2 - 4 * f * w * k)) / 2 ≤ k
⊢ False
failed
```

Diagnosis. The first message says that Lean knows no constant called `Real.abs_lt_sqrt`. The step was meant to turn `hD`, which bounds `(w - k) ^ 2` by the discriminant, into a bound on `|w - k|` by its square root.

The other two errors follow from this one. With the term unknown, nothing told `abs_lt.1` which quantities it was about, so `h1` and `h2` contain the placeholders `?m.183` and `?m.184`. `linarith` therefore had no usable lower bound on the square root, and could not show that the larger root exceeds `w` or `k`.

The repair proves the missing inequality as `habs`. For a nonnegative left side, here supplied by `abs_nonneg`, `Real.lt_sqrt` reduces it to a comparison of `|w - k| ^ 2` with the discriminant. Rewriting with `sq_abs` turns that square into `(w - k) ^ 2`, and `hD` closes the goal. Now `abs_lt.1 habs` gives `h1` and `h2` their intended content, and both `linarith` calls succeed unchanged.

This version goes through:

```diff
@@ -47,5 +47,7 @@
     have h1 : 0 < (1 - f) * (w * k) := mul_pos (by linarith) (mul_pos hw hk)
     nlinarith
-  obtain ⟨h1, h2⟩ := abs_lt.1 (Real.abs_lt_sqrt hD)
+  have habs : |w - k| < √((w + k) ^ 2 - 4 * f * w * k) :=
+    (Real.lt_sqrt (abs_nonneg (w - k))).2 (by rw [sq_abs]; exact hD)
+  obtain ⟨h1, h2⟩ := abs_lt.1 habs
   have hfw : w < fast w f k := by
     unfold fast
```
